# The ten delta–epsilon tensors of rank 5 span six dimensions, and one thirtieth of their summed outer products projects onto the span

In Raman optical activity of an isotropic fluid, one contribution to the signal contains the product of two vibrational transition tensors, the polarizability with two indices and the electric dipole–quadrupole tensor with three, averaged over all molecular orientations. The average of this rank-5 tensor \(T\) can be sought as a combination \(\sum_r c_r f_r\) of the ten products of a Kronecker delta and a Levi-Civita symbol. Contracting with each \(f_r\) in turn gives ten equations for ten coefficients, and the obvious next step, inverting their matrix, fails: the matrix is singular. The coefficients are not unique, although the tensor they describe is.

The ten products are called isomers, a word that here refers to arrangements of indices and not to molecules. Their Gram matrix \(G\) satisfies \(G^2=30\,G\), so \(c_r=\tfrac1{30}\,f_r\cdot T\) solves the equations without an inverse.

## Five linear relations give the Gram matrix and its square

Let the indices \(i,j,k,l,m\) take the values \(0,1,2\), and number the isomers from zero:

\[
\begin{aligned}
f_0&=\varepsilon_{ijk}\delta_{lm}, & f_1&=\varepsilon_{ijl}\delta_{km}, & f_2&=\varepsilon_{ijm}\delta_{kl}, & f_3&=\varepsilon_{ikl}\delta_{jm}, & f_4&=\varepsilon_{ikm}\delta_{jl},\\
f_5&=\varepsilon_{ilm}\delta_{jk}, & f_6&=\varepsilon_{jkl}\delta_{im}, & f_7&=\varepsilon_{jkm}\delta_{il}, & f_8&=\varepsilon_{jlm}\delta_{ik}, & f_9&=\varepsilon_{klm}\delta_{ij}.
\end{aligned}
\]

A dot denotes full contraction over all five indices, and \(G_{rs}=f_r\cdot f_s\). There are three cases.

- For \(r=s\), the epsilons contribute 6 and the deltas 3, so \(G_{rr}=18\).
- If the delta pairs share one index, the deltas identify three indices and leave two epsilons with the same labels up to order. The result is \(\pm6\). For example, \(f_0\cdot f_3=\sum\varepsilon_{ijk}\varepsilon_{ikj}=-6\).
- If the delta pairs are disjoint, a delta joins two indices of an epsilon and the result is 0.

Write \(G=6A\), where \(A\) has entries \(3,\pm1,0\).

An expression antisymmetric in four indices vanishes when each index has only three values. Leave out one index, place it on the delta, and antisymmetrise \(\varepsilon\delta\) over the other four. This gives one relation for each index left out:

\[
\begin{aligned}
f_0-f_1+f_3-f_6&=0, & f_0-f_2+f_4-f_7&=0, & f_1-f_2+f_5-f_8&=0,\\
f_3-f_4+f_5-f_9&=0, & f_6-f_7+f_8-f_9&=0.
\end{aligned}
\]

Let \(u\) be the column of ten coefficients of one relation. Contracting the relation with \(f_r\) gives \(Au=0\). If \(f_r\) occurs in the relation, this reads \(3u_r+\sum_{s\ne r}A_{rs}u_s=0\). The sum has three nonzero terms, each \(\pm1\), because the delta pairs of any two members share the left-out index. Each term must equal \(-u_r\), so \(A_{rs}=-u_ru_s\).

Now sum \(uu^{\mathsf T}\) over the five relations. Each isomer occurs in two relations, one for each index of its delta, so the diagonal entries are 2. Two isomers whose deltas share an index meet in exactly one relation, which contributes \(-A_{rs}\). Isomers with disjoint deltas never meet. Hence

\[
\sum_u uu^{\mathsf T}=5\cdot 1-A,\qquad A(5\cdot 1-A)=0,
\]

which gives \(A^2=5A\) and \(G^2=36A^2=180A=30\,G\).

## Six independent tensors and the projector

The first four relations express \(f_6,\dots,f_9\) through \(f_0,\dots,f_5\). These six are independent. Each has \(i\) in its epsilon; set \(i=0\), give the other two epsilon indices the values 1 and 2 in order, and set both delta indices to 0. That isomer then equals 1. Any other of the six has \(i\) and at least one of those delta indices in its epsilon, so it vanishes. A vanishing combination of the six thus has every coefficient zero.

Collect the isomers as columns of a \(243\times10\) matrix \(F\), so that \(G=F^{\mathsf T}F\). If \(Gc=0\), then \(|Fc|^2=c^{\mathsf T}Gc=0\) and \(Fc=0\). Thus \(G\) and \(F\) have the same kernel, and both have matrix rank 6.

Put \(K=G-30\cdot 1\). Then \(GK=0\), so \((FK)^{\mathsf T}(FK)=K^{\mathsf T}GK=0\). A real matrix with this property is zero, which gives \(FG=30F\). With

\[
P=\frac1{30}FF^{\mathsf T}=\frac1{30}\sum_{r=0}^{9}f_rf_r^{\mathsf T}
\]

it follows that \(PF=\tfrac1{30}FG=F\). For any \(T\), the tensor \(PT=\tfrac1{30}\sum_r(f_r\cdot T)f_r\) lies in the span. Since \(P\) is symmetric, \(f_r\cdot(T-PT)=f_r\cdot T-(Pf_r)\cdot T=0\). These two properties characterise the orthogonal projection.

With equal weights, the basis \(f_0,\dots,f_5\) alone does not give the projector. If the sum in \(P\) is cut down to the terms \(r=0,\dots,5\), the resulting matrix sends \(f_0\) to

\[
\frac1{30}\left(18f_0+6f_1+6f_2-6f_3-6f_4\right),
\]

which is not \(f_0\), because the six are independent. No other common prefactor repairs this, since the unwanted terms remain.

## Tensors as functions on five indices

In Lean 4 with Mathlib:

```lean
import Mathlib

open Matrix

namespace RankFiveIsomers

/-- The five Cartesian indices `(i, j, k, l, m)` of a rank-5 tensor on three-dimensional space. -/
abbrev Idx := Fin 3 × Fin 3 × Fin 3 × Fin 3 × Fin 3
```

A rank-5 tensor is a real function on `Idx`, which has \(3^5=243\) elements. The axes \(x,y,z\) are numbered 0, 1, 2.

```lean
/-- The Kronecker delta. -/
def δ (i j : Fin 3) : ℤ := if i = j then 1 else 0

/-- The Levi-Civita symbol: `1` on cyclic orderings of the three axes, `-1` on anticyclic ones,
and `0` when an index repeats. -/
def ε (i j k : Fin 3) : ℤ :=
  if j = i + 1 ∧ k = i + 2 then 1 else if j = i + 2 ∧ k = i + 1 then -1 else 0
```

Addition in `Fin 3` is modulo 3, so the first condition in `ε` selects the cyclic orderings. This fixes the right-handed convention \(\varepsilon_{012}=1\).

```lean
/-- The integer components of the ten products of one Levi-Civita symbol and one Kronecker delta
on five indices. -/
def isomer (r : Fin 10) : Idx → ℤ := fun (i, j, k, l, m) =>
  ![ε i j k * δ l m, ε i j l * δ k m, ε i j m * δ k l, ε i k l * δ j m, ε i k m * δ j l,
    ε i l m * δ j k, ε j k l * δ i m, ε j k m * δ i l, ε j l m * δ i k, ε k l m * δ i j] r

/-- The ten isomers as real rank-5 tensors. -/
def tensor (r : Fin 10) : Idx → ℝ := fun x => (isomer r x : ℝ)
```

The components are first defined as integers, which can be compared by direct evaluation, and then converted to real numbers. The list follows the numbering used above.

```lean
/-- The matrix whose ten columns are the isomers. -/
def isomerMatrix : Matrix Idx (Fin 10) ℝ := Matrix.of fun x r => tensor r x

/-- The Gram matrix of the isomers: its entries are the full contractions of two isomers. -/
def gram : Matrix (Fin 10) (Fin 10) ℝ := isomerMatrixᵀ * isomerMatrix

/-- The matrix `(1/30) ∑ f fᵀ`, summed over the ten isomers `f`. -/
noncomputable def projector : Matrix Idx Idx ℝ :=
  (1 / 30 : ℝ) • (isomerMatrix * isomerMatrixᵀ)
```

These are \(F\), \(G\) and \(P\). None of the isomers is normalised: each has squared length 18.

## The contraction table and its square

```lean
/-- A table of integers, to be compared with the contractions of the isomers in units of six. -/
def overlap : Matrix (Fin 10) (Fin 10) ℤ :=
  !![3, 1, 1, -1, -1, 0, 1, 1, 0, 0;
     1, 3, 1, 1, 0, -1, -1, 0, 1, 0;
     1, 1, 3, 0, 1, 1, 0, -1, -1, 0;
     -1, 1, 0, 3, 1, -1, 1, 0, 0, 1;
     -1, 0, 1, 1, 3, 1, 0, 1, 0, -1;
     0, -1, 1, -1, 1, 3, 0, 0, 1, 1;
     1, -1, 0, 1, 0, 0, 3, 1, -1, 1;
     1, 0, -1, 0, 1, 0, 1, 3, 1, -1;
     0, 1, -1, 0, 0, 1, -1, 1, 3, 1;
     0, 0, 0, 1, -1, 1, 1, -1, 1, 3]

/-- The full contraction of any two isomers is six times the corresponding entry of the table. -/
theorem gram_apply (r s : Fin 10) : gram r s = 6 * (overlap r s : ℝ) := by
  -- the contraction is a finite sum of integers
  have h : ∀ r s : Fin 10, ∑ x : Idx, isomer r x * isomer s x = 6 * overlap r s := by
    simp only [Fintype.sum_prod_type, Fin.sum_univ_three]
    decide +kernel
  simp only [gram, isomerMatrix, tensor, Matrix.mul_apply, Matrix.transpose_apply,
    Matrix.of_apply]
  exact_mod_cast h r s
```

The table `overlap` is \(A\). As a definition it carries no information about the isomers; `gram_apply` supplies the link \(G=6A\). The command `decide +kernel` evaluates the integer contractions for all hundred pairs, replacing the three cases of the hand calculation, and `exact_mod_cast` transfers the result to the reals.

```lean
/-- The Gram matrix of the ten isomers satisfies `G² = 30 G`. -/
theorem gram_sq : gram * gram = (30 : ℝ) • gram := by
  have h : ∀ r s : Fin 10, ∑ t, overlap r t * overlap t s = 5 * overlap r s := by
    decide +kernel
  ext r s
  have h' : ∑ t, (overlap r t : ℝ) * (overlap t s : ℝ) = 5 * (overlap r s : ℝ) := by
    exact_mod_cast h r s
  simp only [Matrix.mul_apply, Matrix.smul_apply, gram_apply, smul_eq_mul]
  calc ∑ t, 6 * (overlap r t : ℝ) * (6 * (overlap t s : ℝ))
      = 36 * ∑ t, (overlap r t : ℝ) * (overlap t s : ℝ) := by
        rw [Finset.mul_sum]
        exact Finset.sum_congr rfl fun _ _ => by ring
    _ = 30 * (6 * (overlap r s : ℝ)) := by rw [h']; ring
```

Here \(A^2=5A\) is checked entry by entry, where the derivation above used the five relations. The `calc` block restores the factors: \(36\cdot5A=30\cdot6A\).

## Counting the independent isomers

```lean
/-- Each of the last four isomers is a signed sum of three of the first six. -/
theorem redundancy :
    tensor 6 = tensor 0 - tensor 1 + tensor 3 ∧ tensor 7 = tensor 0 - tensor 2 + tensor 4 ∧
    tensor 8 = tensor 1 - tensor 2 + tensor 5 ∧ tensor 9 = tensor 3 - tensor 4 + tensor 5 := by
  have h : ∀ i j k l m : Fin 3, let x : Idx := (i, j, k, l, m)
      isomer 6 x = isomer 0 x - isomer 1 x + isomer 3 x ∧
      isomer 7 x = isomer 0 x - isomer 2 x + isomer 4 x ∧
      isomer 8 x = isomer 1 x - isomer 2 x + isomer 5 x ∧
      isomer 9 x = isomer 3 x - isomer 4 x + isomer 5 x := by
    decide +kernel
  refine ⟨?_, ?_, ?_, ?_⟩ <;> funext ⟨i, j, k, l, m⟩ <;>
    simp only [tensor, Pi.add_apply, Pi.sub_apply]
  · exact_mod_cast (h i j k l m).1
  · exact_mod_cast (h i j k l m).2.1
  · exact_mod_cast (h i j k l m).2.2.1
  · exact_mod_cast (h i j k l m).2.2.2
```

These are the first four relations, solved for the last four isomers. They are verified at every choice of the five indices. The fifth relation follows from them and is not needed.

```lean
/-- The first six isomers. -/
def six (q : Fin 6) : Idx → ℝ := tensor (Fin.castLE (by norm_num) q)

/-- The first six isomers are linearly independent. -/
theorem six_independent : LinearIndependent ℝ six := by
  -- at each of these components exactly one of the six isomers is nonzero
  let probe : Fin 6 → Idx := ![(0, 1, 2, 0, 0), (0, 1, 0, 2, 0), (0, 1, 0, 0, 2),
    (0, 0, 1, 2, 0), (0, 0, 1, 0, 2), (0, 0, 0, 1, 2)]
  have hp : ∀ q p : Fin 6, isomer (Fin.castLE (by norm_num) p) (probe q)
      = if q = p then 1 else 0 := by
    decide +kernel
  refine Fintype.linearIndependent_iff.mpr fun c hc q => ?_
  have h := congrFun hc (probe q)
  simp only [Finset.sum_apply, Pi.smul_apply, smul_eq_mul, six, tensor, hp] at h
  simpa using h
```

The list `probe` contains the six components chosen by hand, and `hp` states that isomer `p` at probe `q` is 1 if `q = p` and 0 otherwise. Evaluating a vanishing combination at `probe q` leaves only the coefficient of isomer `q`, which must therefore be zero.

```lean
/-- The first six isomers span the same space of tensors as all ten. -/
theorem span_six :
    Submodule.span ℝ (Set.range six) = Submodule.span ℝ (Set.range tensor) := by
  apply le_antisymm
  · apply Submodule.span_mono
    rintro _ ⟨q, rfl⟩
    exact ⟨_, rfl⟩
  · rw [Submodule.span_le]
    rintro _ ⟨r, rfl⟩
    set S := Submodule.span ℝ (Set.range six)
    have mem : ∀ q, six q ∈ S := fun q => Submodule.subset_span ⟨q, rfl⟩
    obtain ⟨h6, h7, h8, h9⟩ := redundancy
    have m6 : tensor 6 ∈ S := by
      rw [h6]; exact S.add_mem (S.sub_mem (mem 0) (mem 1)) (mem 3)
    have m7 : tensor 7 ∈ S := by
      rw [h7]; exact S.add_mem (S.sub_mem (mem 0) (mem 2)) (mem 4)
    have m8 : tensor 8 ∈ S := by
      rw [h8]; exact S.add_mem (S.sub_mem (mem 1) (mem 2)) (mem 5)
    have m9 : tensor 9 ∈ S := by
      rw [h9]; exact S.add_mem (S.sub_mem (mem 3) (mem 4)) (mem 5)
    fin_cases r
    exacts [mem 0, mem 1, mem 2, mem 3, mem 4, mem 5, m6, m7, m8, m9]
```

One inclusion holds because the six are among the ten. For the other, `redundancy` places each of the last four in the span of the first six.

```lean
/-- The Gram matrix of the ten isomers has diagonal entries 18, satisfies `G² = 30 G`,
and has rank 6. -/
theorem gram_structure :
    (∀ r, gram r r = 18) ∧ gram * gram = (30 : ℝ) • gram ∧ gram.rank = 6 := by
  refine ⟨fun r => ?_, gram_sq, ?_⟩
  · have h : ∀ r : Fin 10, overlap r r = 3 := by decide +kernel
    rw [gram_apply, h]
    norm_num
  · -- the rank of the Gram matrix is the dimension of the span of the isomers
    rw [gram, Matrix.rank_transpose_mul_self, Matrix.rank_eq_finrank_span_cols]
    change Module.finrank ℝ (Submodule.span ℝ (Set.range tensor)) = 6
    rw [← span_six, finrank_span_eq_card six_independent, Fintype.card_fin]
```

This theorem collects the statements about \(G\): diagonal entries 18, \(G^2=30\,G\), and rank 6. In `gram.rank` the word means matrix rank, as distinct from the tensor rank 5. Mathlib's `Matrix.rank_transpose_mul_self` is the equality of the ranks of \(F^{\mathsf T}F\) and \(F\); the rank of \(F\) is then the dimension of the span of its columns, found from the six independent tensors.

## Projection of an arbitrary tensor

```lean
/-- The matrix `(1/30) ∑ f fᵀ` leaves each of the ten isomers unchanged. -/
theorem projector_mul : projector * isomerMatrix = isomerMatrix := by
  let K : Matrix (Fin 10) (Fin 10) ℝ := gram - (30 : ℝ) • 1
  have hK : isomerMatrixᵀ * (isomerMatrix * K) = 0 := by
    rw [← Matrix.mul_assoc]
    change gram * (gram - (30 : ℝ) • 1) = 0
    rw [Matrix.mul_sub, gram_sq, Matrix.mul_smul, Matrix.mul_one, sub_self]
  -- a real matrix with vanishing Gram matrix is zero
  have h0 : isomerMatrix * K = 0 := by
    apply Matrix.conjTranspose_mul_self_eq_zero.mp
    rw [Matrix.conjTranspose_eq_transpose_of_trivial, Matrix.transpose_mul,
      Matrix.mul_assoc, hK, Matrix.mul_zero]
  have h1 : isomerMatrix * gram = (30 : ℝ) • isomerMatrix := by
    change isomerMatrix * (gram - (30 : ℝ) • 1) = 0 at h0
    rw [Matrix.mul_sub, Matrix.mul_smul, Matrix.mul_one] at h0
    exact sub_eq_zero.mp h0
  rw [projector, Matrix.smul_mul, Matrix.mul_assoc]
  change (1 / 30 : ℝ) • (isomerMatrix * gram) = isomerMatrix
  rw [h1, smul_smul]
  norm_num
```

The steps are those of the hand derivation. `hK` is \(F^{\mathsf T}(FK)=0\), `h0` is \(FK=0\), and `h1` is \(FG=30F\). The lemma behind `h0` is stated with the conjugate transpose, which for real matrices is the ordinary transpose.

```lean
/-- The matrix `(1/30) ∑ f fᵀ` projects orthogonally onto the span of the isomers: it sends every
rank-5 tensor into the span, and the remainder has zero contraction with each isomer. -/
theorem orthogonal_projection (T : Idx → ℝ) :
    projector *ᵥ T ∈ Submodule.span ℝ (Set.range tensor) ∧
    ∀ r, tensor r ⬝ᵥ (T - projector *ᵥ T) = 0 := by
  constructor
  · have hc : ∀ c : Fin 10 → ℝ, ∑ r, c r • tensor r = isomerMatrix *ᵥ c := by
      intro c
      funext x
      simp [Matrix.mulVec, dotProduct, Finset.sum_apply, isomerMatrix, mul_comm]
    rw [Submodule.mem_span_range_iff_exists_fun]
    refine ⟨(1 / 30 : ℝ) • (isomerMatrixᵀ *ᵥ T), ?_⟩
    rw [hc]
    simp only [projector, Matrix.smul_mulVec, Matrix.mulVec_smul, Matrix.mulVec_mulVec]
  · intro r
    have hs : projectorᵀ = projector := by
      rw [projector, Matrix.transpose_smul, Matrix.transpose_mul, Matrix.transpose_transpose]
    have h : isomerMatrixᵀ * projector = isomerMatrixᵀ := by
      have h' := congrArg Matrix.transpose projector_mul
      rwa [Matrix.transpose_mul, hs] at h'
    change (isomerMatrixᵀ *ᵥ (T - projector *ᵥ T)) r = 0
    rw [Matrix.mulVec_sub, Matrix.mulVec_mulVec, h, sub_self, Pi.zero_apply]

end RankFiveIsomers
```

In this statement `*ᵥ` applies a matrix to a tensor regarded as a column of 243 numbers, and `⬝ᵥ` is the full contraction. The tensor `T` is arbitrary: no permutation symmetry of its indices is assumed. For membership in the span, the proof supplies the coefficients \(\tfrac1{30}F^{\mathsf T}T\), the same \(c_r\) as in the opening problem. For the remainder, it transposes \(PF=F\) to obtain \(F^{\mathsf T}P=F^{\mathsf T}\).

```lean
#print axioms RankFiveIsomers.span_six
-- 'RankFiveIsomers.span_six' depends on axioms: [propext, Classical.choice, Quot.sound]
#print axioms RankFiveIsomers.gram_structure
-- 'RankFiveIsomers.gram_structure' depends on axioms: [propext, Classical.choice, Quot.sound]
#print axioms RankFiveIsomers.orthogonal_projection
-- 'RankFiveIsomers.orthogonal_projection' depends on axioms: [propext, Classical.choice, Quot.sound]
```

## From the projector to the orientational average

Rotations do not appear in the theorems. Averaging a tensor over uniformly distributed orientations projects it orthogonally onto the rotation-invariant tensors. To identify that average with \(P\), one needs two facts that are not proved here: the isomers are unchanged by rotations, and, a classical result, every rotation-invariant rank-5 tensor in three dimensions is a combination of them.

With these facts, the averaged product of five direction cosines is \(\tfrac1{30}\sum_r f_r f_r^{\mathsf T}\), with one factor carrying laboratory indices and the other molecular ones. In calculations of Raman optical activity for freely oriented molecules, this turns the rank-5 average into ten contractions of the molecular response tensor and ten of the laboratory tensor, which is built from four polarization vectors and one wave vector. A complex response tensor can be treated through its real and imaginary parts, since the projection is linear. An oriented sample, such as a molecular layer on a surface, requires a weighted average instead.
